# The dipole-dipole tensor in an anisotropic dielectric: Hessian of 1/D and inverse-cube scaling

## Subtracting the dipole part before interpolating phonons

To interpolate the phonons of a polar insulator, one computes dynamical matrices on a coarse grid of wavevectors and subtracts a dipole-dipole model from them. The remainder is Fourier transformed to real space, and the model is added back at each wavevector of interest. The subtraction is made because dipole-dipole force constants decay only as the inverse cube of the distance, too slowly for a short real-space table. The model can be evaluated in real space, in reciprocal space or in a mixture of both; this text treats its real-space formula for one pair of ions.

The model places point dipoles in a homogeneous medium with electronic dielectric tensor ε, a real symmetric positive definite 3×3 matrix. Positive definiteness says that every nonzero static field stores positive energy in the medium. For a separation r ≠ 0, define

    y = ε⁻¹ r,  D = √(r·y).

In units with e = 1 and 4πε₀ = 1, a unit charge produces the potential (det ε)^(−1/2)/D. Let T be the matrix of second derivatives of 1/D. Two dipoles p and p′ then have the energy −(det ε)^(−1/2) p·T p′. An ion displaced by w carries the dipole p = Z w, where Z is its Born charge tensor, and similarly for the second ion with Z′. The force constants are therefore

    F = −(det ε)^(−1/2) Zᵀ T Z′.

## What is stated, and for which objects

For r ≠ 0, the central theorem, `dipoleTensor_hessian`, makes three statements:

    T_ab = ∂_b ∂_a (1/D) = 3 y_a y_b/D⁵ − (ε⁻¹)_ab/D³
    Σ_ab ε_ab T_ab = 0
    T(t r) = t⁻³ T(r) for t > 0.

In Lean, `covec` is y, `dielLength` is D, `potential` is 1/D without the determinant factor, and `dipoleTensor` is the explicit formula for T. The hypothesis `ε.PosDef` includes symmetry. The vector `Pi.single a 1` is the Cartesian unit vector along a.

The Hessian is expressed by iterated directional derivatives: an inner `deriv` along a, then a `HasDerivAt` along b. Lean's `deriv` returns zero where no derivative exists, so it matters that `hasDerivAt_potential` establishes the inner derivative at every nonzero point.

The definition `forceConstant` is F, with field components as the rows of Z and displacements as its columns. The formula for F enters as a definition; the energy argument above is not formalised. Two theorems concern it: `forceConstant_smul` gives the factor t⁻³, and `forceConstant_isBigO` bounds each component by a constant times ‖r‖⁻³ at large separation, uniformly in direction. Here ‖r‖ is the largest of the |r_a|, which differs from the Euclidean length by at most a factor √3 and so affects only the constant.

The results cover one pair of ions in three dimensions. Lattice sums, on-site terms, higher multipoles and the decay of the subtracted remainder are not treated.

## Two derivatives along straight lines

Take directions u and v. Since ε⁻¹ is symmetric, the squared length along r + t u is

    D² = r·y + 2t (u·y) + t² (u·ε⁻¹u),

where y on the right belongs to the fixed r. Its slope at t = 0 is 2 u·y, so D has slope u·y/D and 1/D has slope

    −(u·y)/D³.

Now move the base point to r + s v. The factor u·y becomes u·y + s (u·ε⁻¹v), and the slope along u is

    −[u·y + s (u·ε⁻¹v)] (1/D)³,

with D taken at r + s v. Differentiate at s = 0 by the product rule, using the slope −(v·y)/D³ of 1/D along v:

    −(u·ε⁻¹v)/D³ + 3 (u·y)(v·y)/D⁵ = u·T v.

Unit vectors along a and b for u and v give T_ab.

## Contraction, scaling and the exact decay along a ray

Because ε y = r, we have y·ε y = y·r = D². By symmetry, Σ_ab ε_ab (ε⁻¹)_ab = tr(ε ε⁻¹) = 3. Hence

    Σ_ab ε_ab T_ab = 3D²/D⁵ − 3/D³ = 0,

which is Gauss's law away from the charge.

Replacing r by t r multiplies both y and D by t. The two terms of T acquire the factors t²/t⁵ and 1/t³, which are equal. The matrices Z and Z′ do not depend on r, so F scales in the same way.

Finally,

    r·T r = 3D⁴/D⁵ − D²/D³ = 2/D,

so T never vanishes, and along every ray it decays exactly as the inverse cube. For F the inverse cube is, up to a constant, an upper bound on the size: some components may vanish, and all do if Z = 0.

## A uniaxial example with numbers

The numbers here are chosen for easy arithmetic; in a real insulator every principal value of ε exceeds 1. Take ε = diag(1, 1, 4) and r = (0, 0, 2). Then y = (0, 0, 1/2), D = 1 and

    T = diag(−1, −1, 3/4 − 1/4) = diag(−1, −1, 1/2).

The contraction is −1 − 1 + 4·(1/2) = 0, whereas the ordinary trace is −3/2. Also r·T r = 4·(1/2) = 2 = 2/D. Doubling r gives y = (0, 0, 1), D = 2 and T = diag(−1/8, −1/8, 1/16), one eighth of the earlier tensor.

With Z = 2·1 and Z′ = −2·1, where 1 is the unit matrix, and √(det ε) = 2, the force constants at the original separation are F = 2T = diag(−2, −2, 1).

## The complete Lean file

```lean
import Mathlib

open Matrix Filter Topology Asymptotics

namespace DipoleForceConstants

noncomputable section

/-- The covector `y = ε⁻¹ r` of a separation `r`, for an invertible dielectric tensor `ε`. -/
def covec (ε : Matrix (Fin 3) (Fin 3) ℝ) (r : Fin 3 → ℝ) : Fin 3 → ℝ := ε⁻¹ *ᵥ r

/-- The dielectric length `D = √(r · ε⁻¹ r)`, for positive definite `ε`. -/
def dielLength (ε : Matrix (Fin 3) (Fin 3) ℝ) (r : Fin 3 → ℝ) : ℝ := √(r ⬝ᵥ covec ε r)

/-- The anisotropic Coulomb potential `1 / D`, for `r ≠ 0`. -/
def potential (ε : Matrix (Fin 3) (Fin 3) ℝ) (r : Fin 3 → ℝ) : ℝ := 1 / dielLength ε r

/-- The dipole tensor `3 y_a y_b / D⁵ - (ε⁻¹)_ab / D³`, for `r ≠ 0`. -/
def dipoleTensor (ε : Matrix (Fin 3) (Fin 3) ℝ) (r : Fin 3 → ℝ) : Matrix (Fin 3) (Fin 3) ℝ :=
  Matrix.of fun a b => 3 * covec ε r a * covec ε r b / dielLength ε r ^ 5
    - ε⁻¹ a b / dielLength ε r ^ 3

/-- The dipole-dipole force constants of two ions with Born charge tensors `Z` and `Z'`
(rows: field, columns: displacement) at separation `r ≠ 0`. -/
def forceConstant (ε Z Z' : Matrix (Fin 3) (Fin 3) ℝ) (r : Fin 3 → ℝ) :
    Matrix (Fin 3) (Fin 3) ℝ :=
  (-(√ε.det)⁻¹) • (Zᵀ * dipoleTensor ε r * Z')

variable {ε : Matrix (Fin 3) (Fin 3) ℝ} {r : Fin 3 → ℝ}

/-- The dielectric length of a nonzero separation is positive. -/
theorem dielLength_pos (hε : ε.PosDef) (hr : r ≠ 0) : 0 < dielLength ε r := by
  have h := hε.inv.dotProduct_mulVec_pos hr
  rw [star_trivial] at h
  exact Real.sqrt_pos.mpr h

/-- The slope of the potential along a direction `u` is `-(u · y) / D³`. -/
theorem hasDerivAt_potential (hε : ε.PosDef) (hr : r ≠ 0) (u : Fin 3 → ℝ) :
    HasDerivAt (fun t : ℝ => potential ε (r + t • u))
      (-(u ⬝ᵥ covec ε r) / dielLength ε r ^ 3) 0 := by
  have hD := dielLength_pos hε hr
  have hs : ∀ a b, ε⁻¹ a b = ε⁻¹ b a := fun a b => by
    have h := hε.inv.isHermitian.apply b a
    rwa [star_trivial] at h
  -- the squared length is a quadratic polynomial along the line
  have hf : (fun t : ℝ => dielLength ε (r + t • u)) = fun t : ℝ =>
      √(r ⬝ᵥ covec ε r + 2 * t * (u ⬝ᵥ covec ε r) + t ^ 2 * (u ⬝ᵥ covec ε u)) := by
    funext t
    unfold dielLength
    congr 1
    simp only [covec, mulVec, dotProduct, Fin.sum_univ_three, Pi.add_apply, Pi.smul_apply,
      smul_eq_mul, hs 1 0, hs 2 0, hs 2 1]
    ring
  have hq : HasDerivAt (fun t : ℝ => r ⬝ᵥ covec ε r + 2 * t * (u ⬝ᵥ covec ε r)
      + t ^ 2 * (u ⬝ᵥ covec ε u)) (2 * (u ⬝ᵥ covec ε r)) 0 := by
    have h1 := ((hasDerivAt_id' (0 : ℝ)).const_mul 2).mul_const (u ⬝ᵥ covec ε r)
    have h2 := ((hasDerivAt_id' (0 : ℝ)).fun_pow 2).mul_const (u ⬝ᵥ covec ε u)
    exact ((h1.const_add (r ⬝ᵥ covec ε r)).fun_add h2).congr_deriv (by simp)
  have hL : HasDerivAt (fun t : ℝ => dielLength ε (r + t • u))
      (u ⬝ᵥ covec ε r / dielLength ε r) 0 := by
    rw [hf]
    refine (hq.sqrt (by simpa using (Real.sqrt_pos.mp hD).ne')).congr_deriv ?_
    simp only [mul_zero, zero_mul, add_zero, ne_eq, OfNat.ofNat_ne_zero, not_false_eq_true,
      zero_pow]
    exact mul_div_mul_left _ _ two_ne_zero
  -- the reciprocal rule
  refine ((hasDerivAt_const (0 : ℝ) (1 : ℝ)).fun_div hL (by simpa using hD.ne')).congr_deriv ?_
  simp only [zero_smul, add_zero]
  ring

/-- The dipole tensor between directions `u` and `v`, written with the covectors. -/
theorem dipoleTensor_bilinear (ε : Matrix (Fin 3) (Fin 3) ℝ) (r u v : Fin 3 → ℝ) :
    u ⬝ᵥ dipoleTensor ε r *ᵥ v = 3 * (u ⬝ᵥ covec ε r) * (v ⬝ᵥ covec ε r) / dielLength ε r ^ 5
      - u ⬝ᵥ covec ε v / dielLength ε r ^ 3 := by
  simp only [dipoleTensor, covec, mulVec, dotProduct, Fin.sum_univ_three, Matrix.of_apply]
  ring

/-- The second derivative of the potential along `u` and `v` is `u · T v`, with `T` the
dipole tensor. -/
theorem hasDerivAt_deriv_potential (hε : ε.PosDef) (hr : r ≠ 0) (u v : Fin 3 → ℝ) :
    HasDerivAt (fun s : ℝ => deriv (fun t : ℝ => potential ε (r + s • v + t • u)) 0)
      (u ⬝ᵥ dipoleTensor ε r *ᵥ v) 0 := by
  have hc : Continuous fun s : ℝ => r + s • v := by fun_prop
  have hev : ∀ᶠ s in 𝓝 (0 : ℝ), r + s • v ≠ 0 :=
    hc.continuousAt.eventually_ne (by simpa using hr)
  -- the slope is `-(u · y)` times the cube of the potential
  have hN : HasDerivAt (fun s : ℝ => -(u ⬝ᵥ covec ε r + s * (u ⬝ᵥ covec ε v)))
      (-(u ⬝ᵥ covec ε v)) 0 :=
    (((hasDerivAt_id' (0 : ℝ)).mul_const (u ⬝ᵥ covec ε v)).const_add
      (u ⬝ᵥ covec ε r)).fun_neg.congr_deriv (by simp)
  have h := hN.fun_mul ((hasDerivAt_potential hε hr v).fun_pow 3)
  refine (h.congr_of_eventuallyEq (hev.mono fun s hs => ?_)).congr_deriv ?_
  · have hlin : u ⬝ᵥ covec ε (r + s • v) = u ⬝ᵥ covec ε r + s * (u ⬝ᵥ covec ε v) := by
      simp only [covec, mulVec_add, mulVec_smul, dotProduct_add, dotProduct_smul, smul_eq_mul]
    refine (hasDerivAt_potential hε hs u).deriv.trans ?_
    simp only [hlin, potential]
    ring
  · rw [dipoleTensor_bilinear]
    simp only [zero_smul, add_zero, zero_mul, potential, Nat.cast_ofNat, Nat.reduceSub]
    ring

/-- Stretching the separation by `t > 0` multiplies the dipole tensor by `t⁻³`. -/
theorem dipoleTensor_smul (ε : Matrix (Fin 3) (Fin 3) ℝ) (r : Fin 3 → ℝ) {t : ℝ} (ht : 0 < t) :
    dipoleTensor ε (t • r) = (t ^ 3)⁻¹ • dipoleTensor ε r := by
  have hy : covec ε (t • r) = t • covec ε r := mulVec_smul _ _ _
  have hD : dielLength ε (t • r) = t * dielLength ε r := by
    simp only [dielLength, hy, dotProduct_smul, smul_dotProduct, smul_eq_mul]
    rw [← mul_assoc, Real.sqrt_mul (mul_self_nonneg t), Real.sqrt_mul_self ht.le]
  have h : t ^ 2 * t⁻¹ ^ 5 = t⁻¹ ^ 3 := by field_simp
  ext a b
  simp only [dipoleTensor, Matrix.of_apply, Matrix.smul_apply, hy, hD, Pi.smul_apply, smul_eq_mul]
  linear_combination (3 * covec ε r a * covec ε r b * (dielLength ε r)⁻¹ ^ 5) * h

/-- Away from the origin the dipole tensor is the Cartesian Hessian of `1 / D`, its contraction
with `ε` vanishes, and it scales as the inverse cube of the separation. -/
theorem dipoleTensor_hessian (hε : ε.PosDef) (hr : r ≠ 0) :
    (∀ a b, HasDerivAt (fun s : ℝ => deriv (fun t : ℝ =>
        potential ε (r + s • Pi.single b 1 + t • Pi.single a 1)) 0) (dipoleTensor ε r a b) 0) ∧
      ∑ a, ∑ b, ε a b * dipoleTensor ε r a b = 0 ∧
      ∀ t : ℝ, 0 < t → dipoleTensor ε (t • r) = (t ^ 3)⁻¹ • dipoleTensor ε r := by
  refine ⟨fun a b => (hasDerivAt_deriv_potential hε hr _ _).congr_deriv (by simp), ?_,
    fun t ht => dipoleTensor_smul ε r ht⟩
  have hD := dielLength_pos hε hr
  have hdet : IsUnit ε.det := hε.det_pos.ne'.isUnit
  have hs : ∀ a b, ε⁻¹ a b = ε⁻¹ b a := fun a b => by
    have h := hε.inv.isHermitian.apply b a
    rwa [star_trivial] at h
  -- `y · ε y = y · r = D²`
  have h1 : covec ε r ⬝ᵥ ε *ᵥ covec ε r = dielLength ε r ^ 2 := by
    have hy : ε *ᵥ covec ε r = r := by
      rw [covec, mulVec_mulVec, Matrix.mul_nonsing_inv _ hdet, one_mulVec]
    rw [hy, dotProduct_comm]
    exact (Real.sq_sqrt (Real.sqrt_pos.mp hD).le).symm
  -- the trace of `ε ε⁻¹` is the dimension
  have h2 : Matrix.trace (ε * ε⁻¹) = 3 := by
    rw [Matrix.mul_nonsing_inv _ hdet]
    simp
  have h3 : ∑ a, ∑ b, ε a b * dipoleTensor ε r a b =
      3 * (covec ε r ⬝ᵥ ε *ᵥ covec ε r) / dielLength ε r ^ 5
        - Matrix.trace (ε * ε⁻¹) / dielLength ε r ^ 3 := by
    simp only [dipoleTensor, Matrix.of_apply, Matrix.trace, Matrix.diag_apply, Matrix.mul_apply,
      mulVec, dotProduct, Fin.sum_univ_three, hs 1 0, hs 2 0, hs 2 1]
    ring
  rw [h3, h1, h2, sub_eq_zero, div_eq_div_iff (pow_ne_zero _ hD.ne') (pow_ne_zero _ hD.ne')]
  ring

/-- The dipole tensor taken twice along the separation, times the dielectric length, is `2`. -/
theorem dipoleTensor_longitudinal (hε : ε.PosDef) (hr : r ≠ 0) :
    (r ⬝ᵥ dipoleTensor ε r *ᵥ r) * dielLength ε r = 2 := by
  have hD := (dielLength_pos hε hr).ne'
  have hq : r ⬝ᵥ covec ε r = dielLength ε r ^ 2 :=
    (Real.sq_sqrt (Real.sqrt_pos.mp (dielLength_pos hε hr)).le).symm
  rw [dipoleTensor_bilinear, hq, ← eq_div_iff hD,
    div_sub_div _ _ (pow_ne_zero _ hD) (pow_ne_zero _ hD),
    div_eq_div_iff (mul_ne_zero (pow_ne_zero _ hD) (pow_ne_zero _ hD)) hD]
  ring

/-- Stretching the separation by `t > 0` multiplies the force constants by `t⁻³`. -/
theorem forceConstant_smul (ε Z Z' : Matrix (Fin 3) (Fin 3) ℝ) (r : Fin 3 → ℝ) {t : ℝ}
    (ht : 0 < t) : forceConstant ε Z Z' (t • r) = (t ^ 3)⁻¹ • forceConstant ε Z Z' r := by
  unfold forceConstant
  rw [dipoleTensor_smul ε r ht, Matrix.mul_smul, Matrix.smul_mul, smul_comm]

/-- At large separation, in any direction, each force constant is `O(‖r‖⁻³)`. -/
theorem forceConstant_isBigO (hε : ε.PosDef) (Z Z' : Matrix (Fin 3) (Fin 3) ℝ) (α β : Fin 3) :
    (fun r => forceConstant ε Z Z' r α β) =O[cocompact (Fin 3 → ℝ)]
      fun r => (‖r‖ ^ 3)⁻¹ := by
  have hy : ∀ a, Continuous fun r => covec ε r a := fun a => by
    simp only [covec, mulVec, dotProduct]
    fun_prop
  have hD : Continuous fun r => dielLength ε r := by
    simp only [dielLength, covec, mulVec, dotProduct]
    fun_prop
  have h0 : ∀ n : ℕ, ∀ x ∈ Metric.sphere (0 : Fin 3 → ℝ) 1, dielLength ε x ^ n ≠ 0 := by
    intro n x hx
    refine pow_ne_zero _ (dielLength_pos hε ?_).ne'
    rintro rfl
    simp at hx
  have hT : ∀ a b, ContinuousOn (fun r => dipoleTensor ε r a b)
      (Metric.sphere (0 : Fin 3 → ℝ) 1) := fun a b =>
    (((continuous_const.mul (hy a)).mul (hy b)).continuousOn.div (hD.pow 5).continuousOn
      (h0 5)).sub (continuousOn_const.div (hD.pow 3).continuousOn (h0 3))
  have hC : ContinuousOn (fun r => forceConstant ε Z Z' r α β)
      (Metric.sphere (0 : Fin 3 → ℝ) 1) := by
    simp only [forceConstant, Matrix.smul_apply, Matrix.mul_apply, smul_eq_mul]
    exact continuousOn_const.mul (continuousOn_finsetSum _ fun b _ =>
      (continuousOn_finsetSum _ fun a _ => continuousOn_const.mul (hT a b)).mul
        continuousOn_const)
  -- bound on the unit sphere, then scale outwards
  obtain ⟨K, hK⟩ := (isCompact_sphere (0 : Fin 3 → ℝ) 1).exists_bound_of_continuousOn hC
  refine IsBigO.of_bound K ?_
  filter_upwards [(isCompact_singleton (x := (0 : Fin 3 → ℝ))).compl_mem_cocompact] with r hr
  have hn : 0 < ‖r‖ := norm_pos_iff.mpr hr
  have hx : ‖r‖⁻¹ • r ∈ Metric.sphere (0 : Fin 3 → ℝ) 1 := by
    rw [mem_sphere_zero_iff_norm, norm_smul, norm_inv, norm_norm, inv_mul_cancel₀ hn.ne']
  have h := forceConstant_smul ε Z Z' (‖r‖⁻¹ • r) hn
  rw [smul_inv_smul₀ hn.ne'] at h
  rw [h, Matrix.smul_apply, smul_eq_mul, norm_mul]
  linarith [mul_le_mul_of_nonneg_right (hK _ hx) (norm_nonneg ((‖r‖ ^ 3)⁻¹))]

end

end DipoleForceConstants
```

```lean
#print axioms DipoleForceConstants.dipoleTensor_hessian
#print axioms DipoleForceConstants.dipoleTensor_longitudinal
#print axioms DipoleForceConstants.forceConstant_isBigO
```

```
'DipoleForceConstants.dipoleTensor_hessian' depends on axioms: [propext, Classical.choice, Quot.sound]
'DipoleForceConstants.dipoleTensor_longitudinal' depends on axioms: [propext, Classical.choice, Quot.sound]
'DipoleForceConstants.forceConstant_isBigO' depends on axioms: [propext, Classical.choice, Quot.sound]
```

## How the proof follows the calculation

**Positive length.** `dielLength_pos` uses the fact that the inverse of a positive definite matrix is positive definite. This makes r·y positive, and with it the square root.

**First derivative.** In `hasDerivAt_potential`, the step `hf` writes D along the line as the square root of the quadratic polynomial above; symmetry of ε⁻¹ merges the two cross terms. Then `hq` differentiates the polynomial, `hL` applies the square-root rule, and `fun_div` the reciprocal rule. Positivity of D supplies the nonzero conditions for the last two.

**Second derivative.** `dipoleTensor_bilinear` expands u·T v. In `hasDerivAt_deriv_potential`, the slope formula is available only where r + s v ≠ 0. By continuity this holds for all s near 0, which is recorded in `hev`. A derivative depends only on nearby values, so `congr_of_eventuallyEq` allows the inner derivative to be replaced by its formula. The product rule, `fun_mul`, then gives the two terms found by hand.

**Scaling and contraction.** `dipoleTensor_smul` proves that y and D are homogeneous of degree one and combines the powers of t. In `dipoleTensor_hessian`, the Hessian components come from the directional result with unit vectors. For the contraction, `h1` is y·ε y = D², `h2` is the trace, and `h3` splits the double sum into these two quantities. `dipoleTensor_longitudinal` proves the relation r·T r = 2/D in the form (r·T r) D = 2.

**Decay in all directions.** `forceConstant_smul` carries the scaling through the matrix products. For the uniform bound, each component of F is continuous on the unit sphere of ‖·‖, because D is nonzero there. The sphere is compact, so the component is bounded on it by some K. Writing r as ‖r‖ times a unit vector and applying the scaling gives

    |F_αβ(r)| ≤ K/‖r‖³.

The filter `cocompact` in the statement expresses that r leaves every bounded region, whatever its direction.
